# The weighted variance of a quadratic interaction form as a sum over pairs

For a finite family of real vectors `v k` on a finite set of sites, with real weights `p k` that sum to one, `variance_eq_pairs` concerns the quadratic form ⟨x, w x⟩ of a site interaction `w`. It states that the weighted mean of the form, less the form at the mean vector, equals the sum over pairs `k < l` of `p k * p l` times the form at `v k - v l`. The weights need not be nonnegative, and `w` may be any real matrix, symmetric or not. The proof expands the sum over all ordered pairs and finds twice the variance, then halves it, since the summand is symmetric and vanishes on the diagonal.

In Lean, a first try:

```lean
import Mathlib

open Matrix Finset

namespace IndirectEnergyMixing

noncomputable section

variable {ι Ω K : Type*} [Fintype ι] [Fintype Ω] [Fintype K]

/-- The quadratic form `⟨x, w x⟩` of the site interaction `w`. -/
def repulsion (w : Matrix ι ι ℝ) (x : ι → ℝ) : ℝ := x ⬝ᵥ w *ᵥ x

/-- The quadratic form of a density difference, expanded into direct and cross terms. -/
theorem repulsion_sub (w : Matrix ι ι ℝ) (x y : ι → ℝ) :
    repulsion w (x - y) = repulsion w x + repulsion w y - x ⬝ᵥ w *ᵥ y - y ⬝ᵥ w *ᵥ x := by
  simp only [repulsion, Matrix.mulVec_sub, sub_dotProduct, dotProduct_sub]
  ring

/-- A symmetric double sum with vanishing diagonal is twice the sum over the pairs with `k < l`. -/
theorem sum_eq_two_mul_pairs [LinearOrder K] (f : K → K → ℝ)
    (hs : ∀ k l, f k l = f l k) (hd : ∀ k, f k k = 0) :
    ∑ k, ∑ l, f k l = 2 * ∑ k, ∑ l with k < l, f k l := by
  simp only [Finset.sum_filter]
  have hsw : ∑ k, ∑ l, (if l < k then f k l else 0)
      = ∑ k, ∑ l, (if k < l then f k l else 0) := by
    rw [Finset.sum_comm]
    exact Finset.sum_congr rfl fun a _ => Finset.sum_congr rfl fun b _ => by rw [hs b a]
  calc ∑ k, ∑ l, f k l
      = ∑ k, ∑ l, ((if k < l then f k l else 0) + (if l < k then f k l else 0)) := by
        refine Finset.sum_congr rfl fun k _ => Finset.sum_congr rfl fun l _ => ?_
        rcases lt_trichotomy k l with h | h | h
        · simp [h, lt_asymm h]
        · subst h
          simp [hd]
        · simp [h, lt_asymm h]
    _ = _ := by
        simp only [Finset.sum_add_distrib]
        rw [hsw]
        ring

/-- The weighted variance of vectors `v k` in the form `w` is a sum over pairs of vectors. -/
theorem variance_eq_pairs [LinearOrder K] (w : Matrix ι ι ℝ) (p : K → ℝ)
    (hp : ∑ k, p k = 1) (v : K → ι → ℝ) :
    ∑ k, p k * repulsion w (v k) - repulsion w (∑ k, p k • v k)
      = ∑ k, ∑ l with k < l, p k * p l * repulsion w (v k - v l) := by
  obtain ⟨n, hn⟩ : ∃ n, n = ∑ k, p k • v k := ⟨_, rfl⟩
  obtain ⟨S, hS⟩ : ∃ S, S = ∑ k, p k * repulsion w (v k) := ⟨_, rfl⟩
  rw [← hn, ← hS]
  -- the mean vector may be averaged in either slot of the form
  have hL : ∀ y, n ⬝ᵥ y = ∑ k, p k * (v k ⬝ᵥ y) := by
    intro y
    rw [hn]
    simp only [dotProduct, Finset.sum_apply, Pi.smul_apply, smul_eq_mul, Finset.sum_mul,
      Finset.mul_sum]
    rw [Finset.sum_comm]
    exact Finset.sum_congr rfl fun k _ => Finset.sum_congr rfl fun i _ => by ring
  have hR : ∀ x, x ⬝ᵥ w *ᵥ n = ∑ k, p k * (x ⬝ᵥ w *ᵥ v k) := by
    intro x
    rw [Matrix.dotProduct_mulVec, dotProduct_comm, hL]
    refine Finset.sum_congr rfl fun k _ => ?_
    rw [Matrix.dotProduct_mulVec, dotProduct_comm (v k)]
  have hc : ∀ a : ℝ, ∑ k, p k * a = a := fun a => by rw [← Finset.sum_mul, hp, one_mul]
  have inner : ∀ k, ∑ l, p k * p l * repulsion w (v k - v l)
      = p k * (repulsion w (v k) + S - v k ⬝ᵥ w *ᵥ n - n ⬝ᵥ w *ᵥ v k) := by
    intro k
    rw [hR (v k), hL (w *ᵥ v k), hS, ← hc (repulsion w (v k)), ← Finset.sum_add_distrib,
      ← Finset.sum_sub_distrib, ← Finset.sum_sub_distrib, Finset.mul_sum]
    refine Finset.sum_congr rfl fun l _ => ?_
    rw [hc, repulsion_sub]
    ring
  have total : ∑ k, ∑ l, p k * p l * repulsion w (v k - v l) = 2 * (S - repulsion w n) := by
    have e1 := hL (w *ᵥ n)
    have e2 := hR n
    have e3 : repulsion w n = n ⬝ᵥ w *ᵥ n := rfl
    have e4 := hc S
    simp only [inner, mul_sub, mul_add, Finset.sum_sub_distrib, Finset.sum_add_distrib]
    linarith
  have pairs := sum_eq_two_mul_pairs (fun k l => p k * p l * repulsion w (v k - v l))
    (fun k l => by rw [repulsion_sub, repulsion_sub]; ring) (fun k => by simp [repulsion])
  linarith

end

end IndirectEnergyMixing
```

The error:

```
Main.lean:70:8: error: Tactic `rewrite` failed: Did not find an occurrence of the pattern
  ∑ k, p k * ?a
in the target expression
  p k * p l * repulsion w (v k - v l) =
    p k * (p l * repulsion w (v k) + p l * repulsion w (v l) - p l * v k ⬝ᵥ w *ᵥ v l - p l * v l ⬝ᵥ w *ᵥ v k)

ι : Type u_1
K : Type u_3
inst✝² : Fintype ι
inst✝¹ : Fintype K
inst✝ : LinearOrder K
w : Matrix ι ι ℝ
p : K → ℝ
hp : ∑ k, p k = 1
v : K → ι → ℝ
n : ι → ℝ
hn : n = ∑ k, p k • v k
S : ℝ
hS : S = ∑ k, p k * repulsion w (v k)
hL : ∀ (y : ι → ℝ), n ⬝ᵥ y = ∑ k, p k * v k ⬝ᵥ y
hR : ∀ (x : ι → ℝ), x ⬝ᵥ w *ᵥ n = ∑ k, p k * x ⬝ᵥ w *ᵥ v k
hc : ∀ (a : ℝ), ∑ k, p k * a = a
k l : K
x✝ : l ∈ univ
⊢ p k * p l * repulsion w (v k - v l) =
    p k * (p l * repulsion w (v k) + p l * repulsion w (v l) - p l * v k ⬝ᵥ w *ᵥ v l - p l * v l ⬝ᵥ w *ᵥ v k)
```

This version goes through:

```diff
@@ -68,5 +68,5 @@
       ← Finset.sum_sub_distrib, ← Finset.sum_sub_distrib, Finset.mul_sum]
     refine Finset.sum_congr rfl fun l _ => ?_
-    rw [hc, repulsion_sub]
+    rw [repulsion_sub]
     ring
   have total : ∑ k, ∑ l, p k * p l * repulsion w (v k - v l) = 2 * (S - repulsion w n) := by
```

Cause. The error says that `rw [hc, repulsion_sub]` found no instance of the left side of `hc`, a sum `∑ k, p k * ?a` with `?a` constant. The goal at that point contains no sum at all.

`hc` had already done its work in the earlier `rw`, where `← hc (repulsion w (v k))` wrote the constant `repulsion w (v k)` as a weighted sum. That sum was then merged with the others, and `Finset.sum_congr` reduced the equality of the two sums to an equality of their terms at a fixed `l`. What remains of the weighted constant is the single term `p l * repulsion w (v k)`, which `hc` cannot rewrite.

The repair drops `hc` from the second `rw`. `repulsion_sub` then expands `repulsion w (v k - v l)` on the left, and both sides are the same polynomial in the weights, the two values of the form and the two cross terms, so `ring` closes the goal.
